# An N × N real symmetric matrix with all eigenvalues above Nε stays positive definite when elements of modulus below ε are set to zero

Small matrix elements are often dropped to make a matrix sparse, for instance the overlap matrix of a finite real basis, and the lemma says when this is safe. `S` is a real symmetric N × N matrix with x·Sx ≥ m x·x for every real vector x, so that the normalised value x·Sx / x·x is at least m whenever x is nonzero. If ε ≥ 0 and Nε < m, then setting to zero every element of modulus below ε, diagonal ones included, leaves a positive definite matrix. The attempt bounds the change in the quadratic form term by term, sums the bounds to Nε x·x, and concludes from Nε < m. The step that fails is `total`, which evaluates the sum of the bounds.

The failing Lean file:

```lean
import Mathlib

open Matrix

namespace ThresholdPosDefOfGap

noncomputable section

/-- Thresholding: every matrix element of modulus below `ε` is replaced by zero. -/
def threshold {n : Type*} (ε : ℝ) (A : Matrix n n ℝ) : Matrix n n ℝ :=
  Matrix.of fun i j => if |A i j| < ε then 0 else A i j

/-- Safe thresholding: if the quadratic form of a symmetric `N × N` matrix is at least `m`
times the squared length, a threshold `ε ≥ 0` with `N ε < m` leaves it positive definite. -/
theorem threshold_posDef_of_gap {n : Type*} [Fintype n] {S : Matrix n n ℝ} {m ε : ℝ}
    (hS : S.IsHermitian) (hm : ∀ x : n → ℝ, m * (x ⬝ᵥ x) ≤ x ⬝ᵥ S *ᵥ x)
    (hε : 0 ≤ ε) (hgap : (Fintype.card n : ℝ) * ε < m) :
    (threshold ε S).PosDef := by
  rw [Matrix.posDef_iff_dotProduct_mulVec]
  constructor
  · apply Matrix.IsHermitian.ext
    intro i j
    have h : S j i = S i j := by simpa using hS.apply i j
    simp [threshold, h]
  · intro x hx
    rw [star_trivial]
    have expand : ∀ A : Matrix n n ℝ,
        x ⬝ᵥ A *ᵥ x = ∑ i, ∑ j, x i * (A i j * x j) := by
      intro A
      simp only [dotProduct, Matrix.mulVec, Finset.mul_sum]
    -- each deleted term is bounded by the threshold
    have term : ∀ i j, x i * (S i j * x j) ≤
        x i * (threshold ε S i j * x j) + ε * ((x i * x i + x j * x j) / 2) := by
      intro i j
      by_cases h : |S i j| < ε
      · have hT : threshold ε S i j = 0 := by simp [threshold, h]
        obtain ⟨hl, hu⟩ := abs_lt.mp h
        rw [hT]
        nlinarith [mul_nonneg (sub_nonneg.mpr hu.le) (sq_nonneg (x i + x j)),
          mul_nonneg (by linarith : 0 ≤ ε + S i j) (sq_nonneg (x i - x j))]
      · have hT : threshold ε S i j = S i j := by simp [threshold, h]
        rw [hT]
        have := mul_nonneg hε (by nlinarith [mul_self_nonneg (x i), mul_self_nonneg (x j)] :
          0 ≤ (x i * x i + x j * x j) / 2)
        linarith
    have total : ∑ i, ∑ j, ε * ((x i * x i + x j * x j) / 2) =
        (Fintype.card n : ℝ) * ε * (x ⬝ᵥ x) := by
      simp only [dotProduct, ← Finset.mul_sum, ← Finset.sum_div, Finset.sum_add_distrib,
        Finset.sum_const, Finset.card_univ, nsmul_eq_mul]
      ring
    have bound : x ⬝ᵥ S *ᵥ x ≤
        x ⬝ᵥ threshold ε S *ᵥ x + (Fintype.card n : ℝ) * ε * (x ⬝ᵥ x) := by
      rw [expand S, expand (threshold ε S), ← total, ← Finset.sum_add_distrib]
      apply Finset.sum_le_sum
      intro i _
      rw [← Finset.sum_add_distrib]
      exact Finset.sum_le_sum fun j _ => term i j
    have hpos : 0 < x ⬝ᵥ x := by
      obtain ⟨i, hi⟩ := Function.ne_iff.mp hx
      exact Finset.sum_pos' (fun j _ => mul_self_nonneg (x j))
        ⟨i, Finset.mem_univ i, mul_self_pos.mpr hi⟩
    -- the gap exceeds the total error
    have hg := mul_pos (sub_pos.mpr hgap) hpos
    have hmx := hm x
    linarith

end

end ThresholdPosDefOfGap
```

Lean reports:

```
Try this:
  [apply] ring_nf
  
  The `ring` tactic failed to close the goal. Use `ring_nf` to obtain a normal form.
    
  Note that `ring` works primarily in *commutative* rings. If you have a noncommutative ring, abelian group or module, consider using `noncomm_ring`, `abel` or `module` instead.
Main.lean:47:47: error: unsolved goals
n : Type u_1
inst✝ : Fintype n
S : Matrix n n ℝ
m ε : ℝ
hS : S.IsHermitian
hm : ∀ (x : n → ℝ), m * x ⬝ᵥ x ≤ x ⬝ᵥ S *ᵥ x
hε : 0 ≤ ε
hgap : ↑(Fintype.card n) * ε < m
x : n → ℝ
hx : x ≠ 0
expand : ∀ (A : Matrix n n ℝ), x ⬝ᵥ A *ᵥ x = ∑ i, ∑ j, x i * (A i j * x j)
term : ∀ (i j : n), x i * (S i j * x j) ≤ x i * (threshold ε S i j * x j) + ε * ((x i * x i + x j * x j) / 2)
⊢ (ε * ↑(Fintype.card n) * ∑ x_1, x x_1 ^ 2) * (1 / 2) + (ε * ∑ x_1, x x_1 ^ 2 * ↑(Fintype.card n)) * (1 / 2) =
    ε * ↑(Fintype.card n) * ∑ x_1, x x_1 ^ 2
```

As a diff, the version that Lean accepts:

```diff
@@ -29,5 +29,5 @@
       intro A
       simp only [dotProduct, Matrix.mulVec, Finset.mul_sum]
-    -- each deleted term is bounded by the threshold
+    -- deleting or keeping a term costs at most `ε` times the mean of the two squared coefficients
     have term : ∀ i j, x i * (S i j * x j) ≤
         x i * (threshold ε S i j * x j) + ε * ((x i * x i + x j * x j) / 2) := by
@@ -46,7 +46,11 @@
     have total : ∑ i, ∑ j, ε * ((x i * x i + x j * x j) / 2) =
         (Fintype.card n : ℝ) * ε * (x ⬝ᵥ x) := by
-      simp only [dotProduct, ← Finset.mul_sum, ← Finset.sum_div, Finset.sum_add_distrib,
-        Finset.sum_const, Finset.card_univ, nsmul_eq_mul]
-      ring
+      have gen : ∀ q : n → ℝ, ∑ i, ∑ j, ε * ((q i + q j) / 2) =
+          (Fintype.card n : ℝ) * ε * ∑ i, q i := by
+        intro q
+        simp only [← Finset.mul_sum, ← Finset.sum_div, Finset.sum_add_distrib,
+          Finset.sum_const, Finset.card_univ, nsmul_eq_mul]
+        ring
+      exact gen (fun i => x i * x i)
     have bound : x ⬝ᵥ S *ᵥ x ≤
         x ⬝ᵥ threshold ε S *ᵥ x + (Fintype.card n : ℝ) * ε * (x ⬝ᵥ x) := by
```

The error is that `ring` could not close `total`; the suggested `ring_nf` would leave the same goal. In that goal one sum still has the factor `↑(Fintype.card n)` inside it, and `ring` does not move factors across a `∑`.

The factor was trapped by `simp only`. The inner sum over `j` contains the constant term `x i * x i`. Being a product, it matches `← Finset.mul_sum`, which pulls out one `x i` and leaves `x i * ∑ j, x i`. `Finset.sum_const` and `nsmul_eq_mul` then give `x i * (↑(Fintype.card n) * x i)`. In the outer sum over `i` the leading factor depends on `i`, so `← Finset.mul_sum` cannot take the cardinality out.

The repair proves the identity first for an arbitrary function `q`. Now the constant term is `q i`, which is not a product, so it becomes `↑(Fintype.card n) * q i`, the cardinality comes out, and `ring` finishes. Putting `x i * x i` for `q i` gives `total`, with `exact` unfolding the dot product by definition.

The reworded comment is mere tidying: the bound covers kept terms as well as deleted ones.
